# Time Autocorrelations in a Stationary State of a Finite-Dimensional Quantum System Are Positive-Definite

Take a two-level system with ground state $|g\rangle$ at energy $0$ and excited state $|e\rangle$ at energy $\omega$, in units with $\hbar=1$. Let the populations be $p_g,p_e\ge 0$, and let $A=|e\rangle\langle g|$ be the excitation operator. In the Heisenberg picture $A(t)=e^{i\omega t}A$, so the correlation of $A$ with itself, $C(t)=\langle A^*A(t)\rangle$ with $A^*$ the adjoint of $A$, is $C(t)=p_g\,e^{i\omega t}$. For two times $t_0,t_1$ and two complex amplitudes $c_0,c_1$,

$$\sum_{i,j}\bar c_i c_j\,C(t_j-t_i)=p_g\,\bigl|c_0e^{i\omega t_0}+c_1e^{i\omega t_1}\bigr|^2\ \ge 0 .$$

The double sum is a squared modulus because the phase $e^{i\omega(t_j-t_i)}$ splits into one factor for each time. With matrices in place of phases, the same splitting works whenever the state is stationary.

## From a double sum to a positive trace

Let $H$ be a Hermitian matrix, $R$ a positive semidefinite matrix with $RH=HR$, and $A$ any complex matrix of the same size. Write $X^*$ for the conjugate transpose of $X$, and set

$$U(t)=e^{iHt},\qquad A(t)=U(t)AU(-t),\qquad C(t)=\operatorname{Tr}\bigl(RA^*A(t)\bigr).$$

The claim is that $\sum_{i,j}\bar c_ic_jC(t_j-t_i)$ is real and nonnegative for every finite family of real times $t_i$ and complex amplitudes $c_i$. This is what "positive-definite" means for a function of time; the value zero is allowed.

The propagators satisfy $U(s+t)=U(s)U(t)$, and $U(t)^*=U(-t)$ because $H$ is Hermitian. Since $R$ commutes with $H$, it commutes with $U(s)$. Hence

$$\begin{aligned}
\operatorname{Tr}\bigl(RA(s)^*A(t)\bigr)
&=\operatorname{Tr}\bigl(R\,U(s)A^*U(-s)\,U(t)AU(-t)\bigr)\\
&=\operatorname{Tr}\bigl(U(s)\,RA^*U(t-s)AU(-t)\bigr)\\
&=\operatorname{Tr}\bigl(RA^*U(t-s)AU(-t)U(s)\bigr)=C(t-s).
\end{aligned}$$

Now put $B=\sum_i c_iA(t_i)$. Expanding $B^*B$ gives

$$\sum_{i,j}\bar c_ic_jC(t_j-t_i)=\sum_{i,j}\operatorname{Tr}\bigl(R\,(c_iA(t_i))^*\,c_jA(t_j)\bigr)=\operatorname{Tr}(RB^*B)=\operatorname{Tr}(BRB^*).$$

The $k$-th diagonal entry of $BRB^*$ is $v_k^*Rv_k\ge0$, where $v_k$ is the column vector with entries $\overline{B_{kl}}$. The trace is therefore real and nonnegative. If $R$ is positive definite, it vanishes only when every $v_k$ is zero, that is, when $B=0$.

Two consequences follow. Stationarity with the times $t$ and $0$ gives

$$C(-t)=\operatorname{Tr}(RA(t)^*A)=\overline{\operatorname{Tr}(RA^*A(t))}=\overline{C(t)}.$$

Next, write $K=C(t)$ and $Z=C(0)$. A single time with amplitude $1$ shows that $Z$ is real and nonnegative. The times $t_0=0$, $t_1=t$ with amplitudes $c_0=|K|$, $c_1=-\bar K$ give

$$0\le 2|K|^2Z-2|K|^3=2|K|^2\,(Z-|K|).$$

If $K\neq0$, division yields $|K|\le Z$; if $K=0$, the bound is $Z\ge0$. So $|C(t)|\le C(0)$.

For a thermal state take $R=e^{-\beta H}$ with $\beta$ real. It commutes with $H$, and it equals $S^*S$ with the Hermitian matrix $S=e^{-\beta H/2}$, so it is positive semidefinite.

For a finite-dimensional model, the result offers a check on approximate dynamics: if the matrix with entries $C(t_j-t_i)$ has a negative eigenvalue beyond numerical error, the data are not an exact autocorrelation of this form. The Kubo-transformed correlation, which ring-polymer molecular dynamics approximates, is a different function and is not treated here.

## Matrices, times and propagators in Lean

```lean
import Mathlib

open Matrix
open scoped ComplexOrder

namespace PositiveDefiniteCorrelation

noncomputable section

variable {n ι : Type*} [Fintype n] [DecidableEq n] [Fintype ι]
```

The type `n` labels the basis states and `ι` labels the times; both are finite. Operators are matrices `Matrix n n ℂ`, so position and momentum enter only through a finite truncation. Opening `ComplexOrder` makes `0 ≤ z` for a complex number mean that `z` is real and nonnegative.

```lean
/-- The propagator `exp(iHt)`. -/
def propagator (H : Matrix n n ℂ) (t : ℝ) : Matrix n n ℂ :=
  NormedSpace.exp ((Complex.I * (t : ℂ)) • H)

/-- The Heisenberg operator `A(t) = exp(iHt) A exp(-iHt)`. -/
def heisenberg (H A : Matrix n n ℂ) (t : ℝ) : Matrix n n ℂ :=
  propagator H t * A * propagator H (-t)

/-- The time correlation function `C(t) = Tr(R A* A(t))`. -/
def correlation (R H A : Matrix n n ℂ) (t : ℝ) : ℂ :=
  trace (R * Aᴴ * heisenberg H A t)
```

These are $U(t)$, $A(t)$ and $C(t)$. The name propagator is used here for $e^{iHt}$, the inverse of the operator $e^{-iHt}$ that advances state vectors. The definitions fix $\hbar=1$, a time-independent $H$, and the order of factors in which the evolved operator stands on the right. They accept any matrices; hermiticity, positivity and commutation appear as hypotheses of the theorems. The trace of $R$ is not required to be $1$, and $A$ need not be Hermitian, but both factors in the correlation come from the same $A$.

```lean
/-- The Boltzmann operator `exp(-βH)`, without normalisation. -/
def boltzmann (β : ℝ) (H : Matrix n n ℂ) : Matrix n n ℂ :=
  NormedSpace.exp (((-β : ℝ) : ℂ) • H)
```

For a Hermitian $H$, dividing this operator by its trace, the partition function, gives the canonical density matrix when there is at least one state. That divides $C$ by a positive number, so the sign of the double sum is unchanged.

## The group law and stationarity

```lean
/-- Propagation over `s + t` is the product of the propagations over `s` and `t`. -/
theorem propagator_add (H : Matrix n n ℂ) (s t : ℝ) :
    propagator H (s + t) = propagator H s * propagator H t := by
  unfold propagator
  rw [← Matrix.exp_add_of_commute _ _ (((Commute.refl H).smul_left _).smul_right _),
    ← add_smul]
  congr 2
  push_cast
  ring
```

The exponential of a sum factorises when the exponents commute, and two multiples of the same $H$ do. The group law needs no hermiticity.

```lean
/-- For a Hermitian Hamiltonian the adjoint of the propagator runs time backwards. -/
theorem propagator_conjTranspose {H : Matrix n n ℂ} (hH : H.IsHermitian) (t : ℝ) :
    (propagator H t)ᴴ = propagator H (-t) := by
  have h : star (Complex.I * (t : ℂ)) = Complex.I * ((-t : ℝ) : ℂ) := by
    simp [mul_comm]
  unfold propagator
  rw [← Matrix.exp_conjTranspose, conjTranspose_smul, hH.eq, h]
```

The adjoint passes inside the exponential, where `hH.eq` replaces $H^*$ by $H$ and `h` conjugates the scalar $it$ to $-it$.

```lean
/-- Stationarity: if `R` commutes with `H`, the two-time correlation `Tr(R A(s)* A(t))`
depends only on the time difference. -/
theorem correlation_stationary {R H : Matrix n n ℂ} (hH : H.IsHermitian)
    (hRH : Commute R H) (A : Matrix n n ℂ) (s t : ℝ) :
    trace (R * (heisenberg H A s)ᴴ * heisenberg H A t) = correlation R H A (t - s) := by
  have h1 : R * propagator H s = propagator H s * R :=
    ((hRH.smul_right (Complex.I * (s : ℂ))).exp_right).eq
  have h2 : propagator H (t - s) = propagator H (-s) * propagator H t := by
    rw [← propagator_add]
    congr 1
    ring
  have h3 : propagator H (-(t - s)) = propagator H (-t) * propagator H s := by
    rw [← propagator_add]
    congr 1
    ring
  unfold correlation heisenberg
  rw [h2, h3, conjTranspose_mul, conjTranspose_mul, propagator_conjTranspose hH,
    propagator_conjTranspose hH, neg_neg]
  -- move the propagator over `s` through `R` and around the trace
  calc trace (R * (propagator H s * (Aᴴ * propagator H (-s))) *
        (propagator H t * A * propagator H (-t)))
      = trace ((R * propagator H s) *
          (Aᴴ * propagator H (-s) * propagator H t * A * propagator H (-t))) := by
        simp only [Matrix.mul_assoc]
    _ = trace (propagator H s *
          (R * Aᴴ * propagator H (-s) * propagator H t * A * propagator H (-t))) := by
        rw [h1]
        simp only [Matrix.mul_assoc]
    _ = trace ((R * Aᴴ * propagator H (-s) * propagator H t * A * propagator H (-t)) *
          propagator H s) := trace_mul_comm _ _
    _ = _ := by simp only [Matrix.mul_assoc]
```

The hypothesis `Commute R H` says that the state does not change under the dynamics. The Hamiltonian must also be Hermitian, so that the adjoint of $U(s)$ is $U(-s)$. The proof follows the three-line computation above: `h1` moves $U(s)$ through $R$, `h2` and `h3` split the propagators over $t-s$ and $-(t-s)$, and `trace_mul_comm` carries $U(s)$ around the trace.

## The quadratic form and its sign

```lean
/-- The quadratic form of the correlation function is `Tr(R B* B)`, where `B` is the
superposition of the Heisenberg operators `A(t_i)` with amplitudes `c_i`. -/
theorem quadratic_form_eq_trace {R H : Matrix n n ℂ} (hH : H.IsHermitian)
    (hRH : Commute R H) (A : Matrix n n ℂ) (t : ι → ℝ) (c : ι → ℂ) :
    ∑ i, ∑ j, star (c i) * c j * correlation R H A (t j - t i) =
      trace (R * (∑ i, c i • heisenberg H A (t i))ᴴ * ∑ i, c i • heisenberg H A (t i)) := by
  rw [conjTranspose_sum, Matrix.mul_assoc, Matrix.sum_mul, Matrix.mul_sum, trace_sum]
  refine Finset.sum_congr rfl fun i _ => ?_
  rw [Matrix.mul_sum, Matrix.mul_sum, trace_sum]
  refine Finset.sum_congr rfl fun j _ => ?_
  rw [← correlation_stationary hH hRH]
  simp only [conjTranspose_smul, Matrix.smul_mul, Matrix.mul_smul, trace_smul,
    smul_eq_mul, Matrix.mul_assoc]
  ring
```

The left side is the double sum and the right side is $\operatorname{Tr}(RB^*B)$. As for stationarity, $H$ must be Hermitian and commute with $R$. The proof distributes the product and the trace over both sums, then compares the terms for each pair `i`, `j` by stationarity.

```lean
/-- Positive-definiteness of time correlations: for any finite set of times and complex
amplitudes, the quadratic form built from `C(t_j - t_i)` is real and nonnegative. -/
theorem correlation_positive_definite {R H : Matrix n n ℂ} (hH : H.IsHermitian)
    (hR : R.PosSemidef) (hRH : Commute R H) (A : Matrix n n ℂ) (t : ι → ℝ) (c : ι → ℂ) :
    (∑ i, ∑ j, star (c i) * c j * correlation R H A (t j - t i)).im = 0 ∧
      0 ≤ (∑ i, ∑ j, star (c i) * c j * correlation R H A (t j - t i)).re := by
  rw [quadratic_form_eq_trace hH hRH, trace_mul_comm, ← Matrix.mul_assoc]
  -- what remains is the trace of the positive semidefinite matrix `B R B*`
  have h := (hR.mul_mul_conjTranspose_same (∑ i, c i • heisenberg H A (t i))).trace_nonneg
  rw [Complex.nonneg_iff] at h
  exact ⟨h.2.symm, h.1⟩
```

The conclusion has two parts: the imaginary part is zero and the real part is nonnegative. The hypotheses are that $H$ is Hermitian and that $R$ is positive semidefinite and commutes with $H$; `hR : R.PosSemidef` includes the hermiticity of $R$. After the rewriting to $\operatorname{Tr}(BRB^*)$, `mul_mul_conjTranspose_same` supplies positivity of the matrix and `trace_nonneg` that of its trace.

```lean
/-- For positive definite `R` the quadratic form vanishes exactly when the superposition
of the Heisenberg operators `A(t_i)` with amplitudes `c_i` is zero. -/
theorem quadratic_form_eq_zero_iff {R H : Matrix n n ℂ} (hH : H.IsHermitian)
    (hR : R.PosDef) (hRH : Commute R H) (A : Matrix n n ℂ) (t : ι → ℝ) (c : ι → ℂ) :
    ∑ i, ∑ j, star (c i) * c j * correlation R H A (t j - t i) = 0 ↔
      ∑ i, c i • heisenberg H A (t i) = 0 := by
  rw [quadratic_form_eq_trace hH hRH]
  generalize ∑ i, c i • heisenberg H A (t i) = B
  constructor
  · intro h
    rw [trace_mul_comm, ← Matrix.mul_assoc,
      (hR.posSemidef.mul_mul_conjTranspose_same B).trace_eq_zero_iff, Matrix.mul_assoc] at h
    ext i j
    by_contra hij
    -- a nonzero row of `B` would give a positive diagonal entry of `B R B*`
    let v : n → ℂ := fun k => star (B i k)
    have hv : v ≠ 0 := fun h0 => hij (by simpa [v] using congrFun h0 j)
    have he : (B * (R * Bᴴ)) i i = star v ⬝ᵥ (R *ᵥ v) := by
      simp [v, Matrix.mul_apply, Matrix.mulVec, dotProduct]
    have hp := hR.dotProduct_mulVec_pos hv
    rw [← he, h] at hp
    exact lt_irrefl _ hp
  · intro h
    simp [h]
```

As before, $H$ is Hermitian and commutes with $R$. Here $R$ must also be positive definite, so every state carries some weight. A pure state in a space of dimension two or more does not qualify. In the forward direction, a positive semidefinite matrix with zero trace is itself zero, so $BRB^*=0$. If some entry $B_{ij}$ were nonzero, the vector `v` built from row `i` would make the diagonal entry `i i` strictly positive, a contradiction.

## Conjugation symmetry and the bound by the initial value

```lean
/-- Time reversal of the argument conjugates the correlation function. -/
theorem correlation_neg {R H : Matrix n n ℂ} (hH : H.IsHermitian) (hR : R.IsHermitian)
    (hRH : Commute R H) (A : Matrix n n ℂ) (t : ℝ) :
    correlation R H A (-t) = star (correlation R H A t) := by
  have h0 : heisenberg H A 0 = A := by
    simp [heisenberg, propagator, NormedSpace.exp_zero]
  have h := correlation_stationary hH hRH A t 0
  rw [h0, zero_sub] at h
  rw [← h, correlation, ← trace_conjTranspose, conjTranspose_mul, conjTranspose_mul,
    conjTranspose_conjTranspose, hR.eq, Matrix.mul_assoc, trace_mul_comm, Matrix.mul_assoc]
```

The Hamiltonian is again Hermitian, but $R$ need not be positive: it is enough that $R$ is Hermitian and commutes with $H$. Stationarity is applied to the times `t` and `0`, and the trace of the adjoint is then rearranged cyclically.

```lean
/-- The modulus of the correlation function never exceeds its value at time zero. -/
theorem norm_correlation_le {R H : Matrix n n ℂ} (hH : H.IsHermitian)
    (hR : R.PosSemidef) (hRH : Commute R H) (A : Matrix n n ℂ) (t : ℝ) :
    ‖correlation R H A t‖ ≤ (correlation R H A 0).re := by
  have h0 : 0 ≤ (correlation R H A 0).re := by
    simpa using (correlation_positive_definite hH hR hRH A
      (fun _ : Unit => (0 : ℝ)) (fun _ => 1)).2
  -- two times, with amplitudes chosen to align the phase of `C(t)`
  have h := (correlation_positive_definite hH hR hRH A ![0, t]
    ![(‖correlation R H A t‖ : ℂ), -star (correlation R H A t)]).2
  simp only [Fin.sum_univ_two, Matrix.cons_val_zero, Matrix.cons_val_one,
    Matrix.cons_val_fin_one, sub_self, sub_zero, zero_sub,
    correlation_neg hH hR.isHermitian hRH] at h
  generalize correlation R H A t = K at h ⊢
  generalize correlation R H A 0 = Z at h h0 ⊢
  have hn : ‖K‖ ^ 2 = K.re ^ 2 + K.im ^ 2 := by
    rw [Complex.sq_norm, Complex.normSq_apply]
    ring
  simp only [Complex.star_def, Complex.add_re, Complex.mul_re, Complex.mul_im,
    Complex.neg_re, Complex.neg_im, Complex.conj_re, Complex.conj_im,
    Complex.ofReal_re, Complex.ofReal_im] at h
  have h' : 0 ≤ 2 * ‖K‖ ^ 2 * (Z.re - ‖K‖) := by
    have e : 2 * ‖K‖ ^ 2 * (Z.re - ‖K‖) =
        (‖K‖ ^ 2 + (K.re ^ 2 + K.im ^ 2)) * Z.re - 2 * ‖K‖ * (K.re ^ 2 + K.im ^ 2) := by
      rw [← hn]
      ring
    rw [e]
    linarith [h]
  by_contra hlt
  have hlt' : Z.re < ‖K‖ := lt_of_not_ge hlt
  have hK : 0 < ‖K‖ := lt_of_le_of_lt h0 hlt'
  nlinarith [mul_pos (pow_pos hK 2) (sub_pos.mpr hlt')]
```

Here $R$ must again be positive semidefinite, as well as commute with the Hermitian $H$. The value at time zero appears as a real part because `correlation` is complex-valued. `h0` is the single-time case and `h` the two-time case with the amplitudes $|K|$ and $-\bar K$. Expansion into real and imaginary parts gives `h'`, the inequality $0\le2|K|^2(\operatorname{Re}Z-|K|)$. The division by hand becomes an argument by contradiction: if $\operatorname{Re}Z<|K|$, then $|K|>0$ and the right side of `h'` would be negative.

## Thermal weights and a two-level example

```lean
/-- Time correlations weighted by the Boltzmann operator `exp(-βH)` are positive-definite. -/
theorem thermal_correlation_positive_definite {H : Matrix n n ℂ} (hH : H.IsHermitian)
    (β : ℝ) (A : Matrix n n ℂ) (t : ι → ℝ) (c : ι → ℂ) :
    (∑ i, ∑ j, star (c i) * c j * correlation (boltzmann β H) H A (t j - t i)).im = 0 ∧
      0 ≤ (∑ i, ∑ j, star (c i) * c j *
        correlation (boltzmann β H) H A (t j - t i)).re := by
  have hX : (((-β / 2 : ℝ) : ℂ) • H)ᴴ = ((-β / 2 : ℝ) : ℂ) • H := by
    rw [conjTranspose_smul, hH.eq, Complex.star_def, Complex.conj_ofReal]
  -- `exp(-βH)` is the square of the Hermitian matrix `exp(-βH/2)`
  have hB : boltzmann β H = (NormedSpace.exp (((-β / 2 : ℝ) : ℂ) • H))ᴴ *
      NormedSpace.exp (((-β / 2 : ℝ) : ℂ) • H) := by
    rw [← Matrix.exp_conjTranspose, hX, ← Matrix.exp_add_of_commute _ _ (Commute.refl _),
      ← add_smul, boltzmann]
    congr 2
    push_cast
    ring
  refine correlation_positive_definite hH ?_ ?_ A t c
  · rw [hB]
    exact posSemidef_conjTranspose_mul_self _
  · exact (((Commute.refl H).smul_right (((-β : ℝ) : ℂ))).exp_right).symm
```

The Hamiltonian must be Hermitian. No hypothesis on $R$ remains, since the Boltzmann operator then satisfies them all. `hB` writes it as $S^*S$, which gives positivity, and the last line shows that it commutes with $H$. The inverse temperature `β` may be any real number, including zero and negative values, as the finite dimension permits.

```lean
/-- The two-level matrices `H = !![0, 1; 1, 0]` and `R = !![1, 1; 1, 1]` are Hermitian and
positive semidefinite respectively, and they commute. -/
theorem correlation_positive_definite_witness :
    (!![0, 1; 1, 0] : Matrix (Fin 2) (Fin 2) ℂ).IsHermitian ∧
      (!![1, 1; 1, 1] : Matrix (Fin 2) (Fin 2) ℂ).PosSemidef ∧
      Commute (!![1, 1; 1, 1] : Matrix (Fin 2) (Fin 2) ℂ) !![0, 1; 1, 0] := by
  refine ⟨?_, ?_, ?_⟩
  · ext i j
    fin_cases i <;> fin_cases j <;> simp
  · have h : (!![1, 1; 1, 1] : Matrix (Fin 2) (Fin 2) ℂ) =
        (!![1, 1; 0, 0] : Matrix (Fin 2) (Fin 2) ℂ)ᴴ * !![1, 1; 0, 0] := by
      ext i j
      fin_cases i <;> fin_cases j <;> simp [Matrix.mul_apply, Fin.sum_univ_succ]
    rw [h]
    exact posSemidef_conjTranspose_mul_self _
  · show _ * _ = _ * _
    ext i j
    fin_cases i <;> fin_cases j <;> simp [Matrix.mul_apply, Fin.sum_univ_succ]

end

end PositiveDefiniteCorrelation
```

This pair satisfies the hypotheses of `correlation_positive_definite` with matrices that are not multiples of the identity. The Hamiltonian couples two degenerate states. The matrix $R$ has trace $2$; the normalised density matrix $R/2$ projects onto $(1,1)/\sqrt2$, an eigenvector of $H$ with energy $1$. Positivity is shown by factorising $R$ as $M^*M$, and the remaining identities are checked entry by entry.

```lean
#print axioms PositiveDefiniteCorrelation.quadratic_form_eq_zero_iff
-- 'PositiveDefiniteCorrelation.quadratic_form_eq_zero_iff' depends on axioms: [propext, Classical.choice, Quot.sound]
#print axioms PositiveDefiniteCorrelation.norm_correlation_le
-- 'PositiveDefiniteCorrelation.norm_correlation_le' depends on axioms: [propext, Classical.choice, Quot.sound]
#print axioms PositiveDefiniteCorrelation.thermal_correlation_positive_definite
-- 'PositiveDefiniteCorrelation.thermal_correlation_positive_definite' depends on axioms: [propext, Classical.choice, Quot.sound]
```
